# For a bounded self-adjoint generator and one unit vector, the exact Mori memory kernel is a correlation function

Let \(E\) be a complex Hilbert space whose inner product \(\langle x,y\rangle\) is conjugate-linear in \(x\), and let \(L\) be a bounded operator on \(E\). For any bounded operator \(A\), write \(U_A(z)=\exp(izA)\); real \(z\) is time. For a vector \(v\), define

\[
Qx=x-\langle v,x\rangle v,\qquad P=QLQ,\qquad u=QLv,
\]
\[
C(t)=\langle v,U_L(t)v\rangle,\qquad K(t)=\langle u,U_P(t)u\rangle .
\]

In the Heisenberg picture, \(L\) is a Liouvillian acting on a space of observables and \(v\) is a normalised observable. In the Schrödinger picture, \(L=-H/\hbar\), \(v\) is a state, and \(C\) is its survival amplitude.

In Lean 4 with Mathlib:

```lean
import Mathlib

open scoped InnerProductSpace ComplexOrder
open Complex (I)

namespace MoriMemoryKernel

noncomputable section

variable {E : Type*} [NormedAddCommGroup E] [InnerProductSpace ℂ E] [CompleteSpace E]

/-- The propagator `exp(i z A)` generated by a bounded operator `A`; real `z` is physical time. -/
def evolution (A : E →L[ℂ] E) (z : ℂ) : E →L[ℂ] E := NormedSpace.exp (z • (I • A))

/-- The autocorrelation function `⟨x, exp(i A t) x⟩` of the vector `x`. -/
def autocorr (A : E →L[ℂ] E) (x : E) (t : ℝ) : ℂ := ⟪x, evolution A t x⟫_ℂ

/-- The operator `Q = 1 - v v*`, which removes the component along a unit vector `v`. -/
def complement (v : E) : E →L[ℂ] E := 1 - (innerSL ℂ v).smulRight v

/-- The projected generator `Q L Q`. -/
def projected (L : E →L[ℂ] E) (v : E) : E →L[ℂ] E := complement v * L * complement v

/-- The fluctuating force at time zero, `u = Q L v`, with the factor `i` of Mori's force `i Q L v`
left out. -/
def force (L : E →L[ℂ] E) (v : E) : E := complement v (L v)

/-- The Mori memory kernel `K(t) = ⟨u, exp(i Q L Q t) u⟩` with `u = Q L v`. -/
def memoryKernel (L : E →L[ℂ] E) (v : E) (t : ℝ) : ℂ :=
  autocorr (projected L v) (force L v) t

omit [CompleteSpace E] in
/-- The action of `Q` on a vector: `Q x = x - ⟨v, x⟩ v`. -/
theorem complement_apply (v x : E) : complement v x = x - ⟪v, x⟫_ℂ • v := rfl
```

In the code, \(U_A(z)\) is `evolution A z`, \(Q\) is `complement v`, \(P\) is `projected L v` and \(u\) is `force L v`. The single definition `autocorr` gives both \(C\) and \(K\), with different generators and vectors. The force is not normalised: \(K(0)=\|u\|^2\), and when \(u\neq0\) the normalised force correlation is \(K(t)/\|u\|^2\).

## Boundedness: a propagator given by a power series

The type `E →L[ℂ] E` says that the generator is bounded. This holds for every finite matrix, but it excludes most Hamiltonians in continuous space unless they are first truncated to a finite basis. For an unbounded \(L\), the vector \(v\) may lie outside its domain, and then \(\langle v,Lv\rangle\) has no direct meaning.

Boundedness allows the exponential series to be differentiated term by term:

\[
\frac{d}{dz}U_A(z)x=iA\,U_A(z)x=U_A(z)\,iAx .
\]

If \(Ax=0\), the second form is zero, so \(U_A(z)x=U_A(0)x=x\). Taking the inner product with \(x\) in the first form gives

\[
\frac{d}{dt}\langle x,U_A(t)x\rangle=i\langle x,A\,U_A(t)x\rangle .
\]

```lean
/-- The equation of motion: `exp(i z A) x` has the derivative `i A exp(i z A) x` in `z`. -/
theorem hasDerivAt_evolution (A : E →L[ℂ] E) (x : E) (z : ℂ) :
    HasDerivAt (fun w : ℂ => evolution A w x) (I • A (evolution A z x)) z := by
  have h := (hasDerivAt_exp_smul_const' (I • A) z).clm_apply (hasDerivAt_const z x)
  refine h.congr_deriv ?_
  rw [map_zero, add_zero]
  rfl

/-- A vector annihilated by the generator does not move. -/
theorem evolution_fixes (A : E →L[ℂ] E) {x : E} (hx : A x = 0) (z : ℂ) :
    evolution A z x = x := by
  have hd : ∀ w : ℂ, HasDerivAt (fun w : ℂ => evolution A w x) 0 w := by
    intro w
    have h := (hasDerivAt_exp_smul_const (I • A) w).clm_apply (hasDerivAt_const w x)
    refine h.congr_deriv ?_
    rw [map_zero, add_zero]
    change (evolution A w) (I • A x) = 0
    rw [hx, smul_zero, map_zero]
  have h0 : evolution A 0 x = x := by simp [evolution]
  exact (is_const_of_deriv_eq_zero (fun w => (hd w).differentiableAt)
    (fun w => (hd w).deriv) z 0).trans h0

/-- An autocorrelation function has the derivative `i ⟨x, A exp(i A t) x⟩`. -/
theorem hasDerivAt_autocorr (A : E →L[ℂ] E) (x : E) (t : ℝ) :
    HasDerivAt (autocorr A x) (I * ⟪x, A (evolution A t x)⟫_ℂ) t := by
  have h := ((innerSL ℂ x).hasFDerivAt.comp_hasDerivAt (t : ℂ)
    (hasDerivAt_evolution A x t)).comp_ofReal
  exact h.congr_deriv (inner_smul_right _ _ _)
```

The first theorem states the first form of the derivative; the second form is derived inside the proof of `evolution_fixes`. The other two theorems are the two consequences above. The derivative is taken in a complex variable, and `comp_ofReal` restricts it to real time.

## Self-adjointness, first use: positive correlation matrices

`IsSelfAdjoint` is Hermiticity. For a Liouvillian it depends on the inner product, and with the usual equilibrium products it expresses the stationarity of the reference state.

If \(A^*=A\), then \(U_A(s)^*=U_A(-s)\), and therefore

\[
\langle x,U_A(s-t)x\rangle=\langle U_A(-s)x,U_A(-t)x\rangle .
\]

Exchanging \(s\) and \(t\) conjugates the right side, so the matrix of these values at the differences \(\tau_i-\tau_j\) is Hermitian. For complex coefficients \(c_i\),

\[
\sum_{i,j}\overline{c_i}\,c_j\,\langle x,U_A(\tau_i-\tau_j)x\rangle
=\Big\|\sum_i c_i\,U_A(-\tau_i)x\Big\|^2\ge 0 .
\]

```lean
/-- For a self-adjoint generator, `⟨x, exp(i A (s - t)) x⟩` is the overlap of the vectors
`exp(-i A s) x` and `exp(-i A t) x`. -/
theorem autocorr_sub {A : E →L[ℂ] E} (hA : IsSelfAdjoint A) (x : E) (s t : ℝ) :
    autocorr A x (s - t) = ⟪evolution A (-s) x, evolution A (-t) x⟫_ℂ := by
  let _ : NormedAlgebra ℚ (E →L[ℂ] E) := NormedAlgebra.restrictScalars ℚ ℂ _
  -- the adjoint of the propagator runs backwards in time
  have hs : star (evolution A s) = evolution A (-s) := by
    unfold evolution
    rw [NormedSpace.star_exp, star_smul, star_smul, hA.star_eq]
    congr 1
    simp
  have hadd : evolution A ((s : ℂ) + -t) = evolution A s * evolution A (-t) := by
    unfold evolution
    rw [add_smul]
    exact NormedSpace.exp_add_of_commute
      (((Commute.refl (I • A)).smul_left _).smul_right _)
  rw [← hs, ContinuousLinearMap.star_eq_adjoint, ContinuousLinearMap.adjoint_inner_left]
  unfold autocorr
  rw [Complex.ofReal_sub, sub_eq_add_neg, hadd]
  rfl

/-- For a self-adjoint generator, the matrix of autocorrelations at the time differences
`τ i - τ j` is positive semidefinite. -/
theorem autocorr_posSemidef {A : E →L[ℂ] E} (hA : IsSelfAdjoint A) (x : E)
    {ι : Type*} [Fintype ι] (τ : ι → ℝ) :
    (Matrix.of fun i j => autocorr A x (τ i - τ j)).PosSemidef := by
  refine Matrix.PosSemidef.of_dotProduct_mulVec_nonneg ?_ ?_
  · ext i j
    rw [Matrix.conjTranspose_apply, Matrix.of_apply, Matrix.of_apply,
      autocorr_sub hA, autocorr_sub hA]
    exact inner_conj_symm _ _
  · intro c
    -- the quadratic form is the squared norm of a superposition
    have h : star c ⬝ᵥ (Matrix.of fun i j => autocorr A x (τ i - τ j)).mulVec c =
        ⟪∑ i, c i • evolution A (-τ i) x, ∑ j, c j • evolution A (-τ j) x⟫_ℂ := by
      rw [sum_inner]
      refine Finset.sum_congr rfl fun i _ => ?_
      rw [inner_smul_left, inner_sum]
      change star (c i) * ∑ j, autocorr A x (τ i - τ j) * c j = _
      congr 1
      refine Finset.sum_congr rfl fun j _ => ?_
      rw [autocorr_sub hA, inner_smul_right, mul_comm]
    rw [h]
    exact Complex.nonneg_iff.2
      ⟨inner_self_nonneg (𝕜 := ℂ), (inner_self_im (𝕜 := ℂ) _).symm⟩
```

`autocorr_sub` proves the overlap formula from the adjoint and the addition rule for exponentials. `autocorr_posSemidef` then checks Hermitian symmetry and rewrites the quadratic form as the squared norm.

To see what can fail for \(K\), take orthonormal \(v,w\) with \(Lv=w\) and \(Lw=v+i\gamma w\), where \(\gamma\) is real and nonzero. Then \(K(t)=e^{-\gamma t}\), and \(K(\tau_1-\tau_2)\) is not the conjugate of \(K(\tau_2-\tau_1)\) when the times differ. Positivity can thus fail for a general bounded \(L\).

## Unit norm: a projection that removes \(v\)

The hypothesis `‖v‖ = 1` normalises the chosen variable, so that \(C(0)=1\). It gives \(Qv=0\), hence \(Pv=0\) and \(U_P(z)v=v\). It also gives

\[
\langle u,v\rangle=\langle Lv,v\rangle-\overline{\langle v,Lv\rangle}\,\langle v,v\rangle=0 .
\]

Fix \(t\), put \(X=U_L(s)v\), and interpolate between projected and full evolution with

\[
g(s)=\langle u,U_P(t-s)U_L(s)v\rangle,\qquad
g'(s)=i\langle u,U_P(t-s)(L-P)X\rangle .
\]

Since \(PX=QL(X-\langle v,X\rangle v)=QLX-\langle v,X\rangle u\),

\[
(L-P)X=\langle v,LX\rangle v+\langle v,X\rangle u .
\]

The first term contributes nothing, because \(U_P(t-s)v=v\) and \(\langle u,v\rangle=0\). The second gives \(g'(s)=iK(t-s)C(s)\). The endpoints are \(g(0)=\langle u,U_P(t)v\rangle=\langle u,v\rangle=0\) and \(g(t)=\langle u,U_L(t)v\rangle\), so integration yields

\[
\langle u,U_L(t)v\rangle=i\int_0^t K(t-s)C(s)\,ds .
\]

```lean
/-- For a unit vector `v`, the overlap of the force `u = Q L v` with the evolved vector is
`⟨u, exp(i L t) v⟩ = i ∫₀ᵗ K(t - s) C(s) ds`. -/
theorem force_overlap (L : E →L[ℂ] E) {v : E} (hv : ‖v‖ = 1) (t : ℝ) :
    ⟪force L v, evolution L t v⟫_ℂ =
      I * ∫ s in (0 : ℝ)..t, memoryKernel L v (t - s) * autocorr L v s := by
  have hvv : ⟪v, v⟫_ℂ = 1 := by simp [inner_self_eq_norm_sq_to_K, hv]
  have hQv : complement v v = 0 := by rw [complement_apply, hvv, one_smul, sub_self]
  have hfix : ∀ z, evolution (projected L v) z v = v := by
    refine evolution_fixes _ ?_
    change complement v (L (complement v v)) = 0
    rw [hQv, map_zero, map_zero]
  have horth : ⟪force L v, v⟫_ℂ = 0 := by
    rw [force, complement_apply, inner_sub_left, inner_smul_left, hvv, inner_conj_symm,
      mul_one, sub_self]
  -- interpolate between projected and full evolution
  have hg : ∀ s : ℝ, HasDerivAt (fun s : ℝ =>
      ⟪force L v, evolution (projected L v) ((t : ℂ) - s) (evolution L s v)⟫_ℂ)
      (I * (memoryKernel L v (t - s) * autocorr L v s)) s := by
    intro s
    have h1 := HasDerivAt.comp_const_sub (t : ℂ) (s : ℂ)
      (hasDerivAt_exp_smul_const (I • projected L v) ((t : ℂ) - s))
    have h2 := h1.clm_apply (hasDerivAt_evolution L v s)
    have h3 := ((innerSL ℂ (force L v)).hasFDerivAt.comp_hasDerivAt (s : ℂ) h2).comp_ofReal
    refine h3.congr_deriv ?_
    set X := evolution L s v with hX
    set U := evolution (projected L v) ((t : ℂ) - s) with hU
    change ⟪force L v, -(U (I • projected L v X)) + U (I • L X)⟫_ℂ = _
    have hA : projected L v X = complement v (L X) - ⟪v, X⟫_ℂ • force L v := by
      change complement v (L (complement v X)) = _
      rw [complement_apply v X, map_sub, map_smul, map_sub, map_smul]
      rfl
    have key : L X - projected L v X = ⟪v, L X⟫_ℂ • v + ⟪v, X⟫_ℂ • force L v := by
      rw [hA, complement_apply v (L X)]
      abel
    have hd : -(U (I • projected L v X)) + U (I • L X) = I • U (L X - projected L v X) := by
      rw [map_smul, map_smul, map_sub]
      module
    rw [hd, key, map_add, map_smul, map_smul, hfix, inner_smul_right, inner_add_right,
      inner_smul_right, inner_smul_right, horth, memoryKernel, autocorr, autocorr,
      Complex.ofReal_sub]
    ring
  have hc : ∀ (A : E →L[ℂ] E) (x : E), Continuous (autocorr A x) := fun A x =>
    continuous_iff_continuousAt.2 fun r => (hasDerivAt_autocorr A x r).continuousAt
  have hcont : Continuous fun s : ℝ => I * (memoryKernel L v (t - s) * autocorr L v s) :=
    continuous_const.mul (((hc (projected L v) (force L v)).comp
      (continuous_const.sub continuous_id)).mul (hc L v))
  have hint := intervalIntegral.integral_eq_sub_of_hasDerivAt (fun s _ => hg s)
    (hcont.intervalIntegrable 0 t)
  have h0 : ∀ A : E →L[ℂ] E, evolution A 0 = 1 := fun A => by simp [evolution]
  rw [intervalIntegral.integral_const_mul] at hint
  rw [hint, sub_self, Complex.ofReal_zero, h0, h0]
  change _ = ⟪force L v, evolution L t v⟫_ℂ -
    ⟪force L v, evolution (projected L v) ((t : ℂ) - 0) v⟫_ℂ
  rw [hfix, horth, sub_zero]
```

In `force_overlap`, `hfix` and `horth` are the two consequences of normalisation, `key` is the decomposition of \((L-P)X\), and `hg` is the derivative of \(g\). The fundamental theorem of calculus finishes the argument. Self-adjointness is not assumed here.

Without the unit norm, the Mori equation of the next theorem can already fail at \(t=0\). There it would read \(i\langle v,Lv\rangle=i\langle v,Lv\rangle\|v\|^2\), which is false whenever \(\langle v,Lv\rangle\neq0\) and \(\|v\|\neq1\). The positivity half does not use the norm of \(v\).

## Self-adjointness, second use: the Mori equation

The derivative of \(C\) contains \(\langle v,L\,U_L(t)v\rangle\), and self-adjointness moves \(L\) onto the left vector. Since \(Lv=\langle v,Lv\rangle v+u\) and \(\langle v,Lv\rangle\) is real,

\[
\begin{aligned}
C'(t)&=i\langle Lv,U_L(t)v\rangle\\
&=i\langle v,Lv\rangle C(t)+i\langle u,U_L(t)v\rangle\\
&=i\langle v,Lv\rangle C(t)-\int_0^t K(t-s)C(s)\,ds .
\end{aligned}
\]

Because \(Q^*=Q\), also \(P^*=QL^*Q=P\). The positivity result therefore applies to \(K\), with generator \(P\) and vector \(u\).

```lean
/-- The Mori equation: for self-adjoint `L` and a unit vector `v`, the correlation function obeys
`C'(t) = i ⟨v, L v⟩ C(t) - ∫₀ᵗ K(t - s) C(s) ds`, and every matrix `K(τ i - τ j)` is
positive semidefinite. -/
theorem mori_equation {L : E →L[ℂ] E} (hL : IsSelfAdjoint L) {v : E} (hv : ‖v‖ = 1) :
    (∀ t : ℝ, HasDerivAt (autocorr L v)
      (I * ⟪v, L v⟫_ℂ * autocorr L v t -
        ∫ s in (0 : ℝ)..t, memoryKernel L v (t - s) * autocorr L v s) t) ∧
    ∀ (n : ℕ) (τ : Fin n → ℝ),
      (Matrix.of fun i j => memoryKernel L v (τ i - τ j)).PosSemidef := by
  have hsym : ∀ x y : E, ⟪L x, y⟫_ℂ = ⟪x, L y⟫_ℂ := by
    intro x y
    have h := ContinuousLinearMap.adjoint_inner_left L y x
    rwa [← ContinuousLinearMap.star_eq_adjoint, hL.star_eq] at h
  constructor
  · intro t
    refine (hasDerivAt_autocorr L v t).congr_deriv ?_
    -- split L v into its part along v and the force
    have hsplit : L v = force L v + ⟪v, L v⟫_ℂ • v := by
      rw [force, complement_apply, sub_add_cancel]
    have h : ⟪v, L (evolution L t v)⟫_ℂ =
        ⟪force L v, evolution L t v⟫_ℂ + ⟪v, L v⟫_ℂ * autocorr L v t := by
      rw [← hsym]
      conv_lhs => rw [hsplit]
      rw [inner_add_left, inner_smul_left, inner_conj_symm, hsym, autocorr]
    rw [h, force_overlap L hv t]
    linear_combination (∫ s in (0 : ℝ)..t,
      memoryKernel L v (t - s) * autocorr L v s) * Complex.I_mul_I
  · intro n τ
    -- Q is symmetric, hence so is Q L Q
    have hQ : ∀ x y : E, ⟪complement v x, y⟫_ℂ = ⟪x, complement v y⟫_ℂ := by
      intro x y
      rw [complement_apply, complement_apply, inner_sub_left, inner_sub_right,
        inner_smul_left, inner_smul_right, inner_conj_symm, mul_comm]
    have hA : IsSelfAdjoint (projected L v) := by
      refine ContinuousLinearMap.isSelfAdjoint_iff_isSymmetric.mpr fun x y => ?_
      change ⟪complement v (L (complement v x)), y⟫_ℂ =
        ⟪x, complement v (L (complement v y))⟫_ℂ
      rw [hQ, hsym, hQ]
    exact autocorr_posSemidef hA (force L v) τ
```

In words, `mori_equation` says that for self-adjoint \(L\) and unit \(v\), \(C\) is differentiable at every real \(t\) with this derivative, and that for every finite list of times the matrix \(K(\tau_i-\tau_j)\) is positive semidefinite. For negative \(t\) the integral is oriented. An empty list is allowed, and a single time gives \(K(0)\ge0\).

In the proof, `hsym` moves \(L\) across the inner product, `hsplit` divides \(Lv\), and `linear_combination` supplies \(i^2=-1\). In the second half, `hQ` and `hA` establish the symmetry of \(Q\) and \(P\).

The equation itself can fail for a non-Hermitian \(L\). With orthonormal \(v,w\), let \(Lv=w\) and \(Lw=0\). Then \(C(t)=1\) and \(K(t)=1\), so the left side is \(0\) and the right side is \(-t\).

This is the scalar equation for the correlation function. Mori's generalised Langevin equation for the vector \(U_L(t)v\) has an additional random-force term, which is orthogonal to \(v\). For one projected variable with a bounded self-adjoint generator, positivity gives a test of approximate memory kernels: a kernel that violates it is not the exact \(K\). No weak-coupling or Markov approximation enters, and no decay of \(K\) is asserted.

## Two levels, and the absence of memory

On a two-dimensional space with orthonormal basis \(v,w\), let \(Lv=av+gw\) and \(Lw=\overline g\,v+bw\), with \(a,b\) real. Then \(u=gw\) and \(Pw=bw\), so

\[
K(t)=|g|^2e^{ibt}.
\]

Its modulus is constant, so for \(g\neq0\) the memory does not decay; it oscillates if also \(b\neq0\), and is constant if \(b=0\). For \(a=b=0\), \(C(t)=\cos(|g|t)\), and both sides of the Mori equation equal \(-|g|\sin(|g|t)\).

If \(g=0\), the kernel vanishes. In general, \(K(0)=\|u\|^2\), so a kernel that is zero at all times forces \(u=0\), that is, \(Lv=\langle v,Lv\rangle v\). Conversely, \(u=0\) makes \(K\) zero.

```lean
/-- The memory kernel vanishes at all times if and only if `L v = ⟨v, L v⟩ v`. -/
theorem memoryKernel_eq_zero_iff (L : E →L[ℂ] E) (v : E) :
    (∀ t, memoryKernel L v t = 0) ↔ L v = ⟪v, L v⟫_ℂ • v := by
  have hu : force L v = 0 ↔ L v = ⟪v, L v⟫_ℂ • v := by
    rw [force, complement_apply, sub_eq_zero]
  rw [← hu]
  constructor
  · intro h
    -- at time zero the kernel is the squared norm of the force
    have h0 := h 0
    have h1 : memoryKernel L v 0 = ⟪force L v, force L v⟫_ℂ := by
      simp [memoryKernel, autocorr, evolution]
    rw [h1] at h0
    exact inner_self_eq_zero.1 h0
  · intro h t
    rw [memoryKernel, autocorr, h, inner_zero_left]

end

end MoriMemoryKernel
```

`memoryKernel_eq_zero_iff` needs neither self-adjointness nor normalisation. For a unit vector, its condition says that \(v\) is an eigenvector of \(L\).

```lean
#print axioms MoriMemoryKernel.mori_equation
#print axioms MoriMemoryKernel.memoryKernel_eq_zero_iff
```

```
'MoriMemoryKernel.mori_equation' depends on axioms: [propext, Classical.choice, Quot.sound]
'MoriMemoryKernel.memoryKernel_eq_zero_iff' depends on axioms: [propext, Classical.choice, Quot.sound]
```
